# In a singlet state, the mixed-spin two-particle density determines the same-spin ones

A configuration interaction calculation on a closed-shell molecule often ends with a singlet wavefunction, from which the two-particle density is computed for energies and properties. Its elements carry spin labels: both electrons up, both down, or one of each. A singlet has no preferred spin direction, so these blocks should be related. For an exact singlet in a finite orthonormal basis of spatial orbitals, the same for both spins, the mixed-spin block gives the same-spin blocks by one subtraction, and only that block need be stored.

## Spin-orbitals and their operators

```lean
import Mathlib

open Matrix

namespace SingletTwoParticleDensity
```

This loads the mathematical library Mathlib and its matrix notation.

```lean
/-- The two spin projections of an electron. -/
inductive Spin
  | up
  | down
  deriving DecidableEq

open Spin
```

A spin is `up` or `down`, written \(\uparrow\) and \(\downarrow\) below.

```lean
variable {ι n : Type*} [Fintype ι] [DecidableEq ι] [Fintype n] [DecidableEq n]

/-- The matrices `a (p, σ)` are fermionic annihilators: with their adjoints as creators they
obey the canonical anticommutation relations. -/
structure IsCAR (a : ι × Spin → Matrix n n ℂ) : Prop where
  anti : ∀ P Q, a P * a Q + a Q * a P = 0
  canon : ∀ P Q, a P * (a Q)ᴴ + (a Q)ᴴ * a P = if P = Q then 1 else 0
```

The finite type `ι` labels spatial orbitals, which are the same for both spins, and a pair \(P=(p,\sigma)\) in `ι × Spin` is a spin-orbital. Each annihilator \(a_P\) is a complex square matrix, whose rows and columns are labelled by `n`. The creator is its conjugate transpose, \(c_P=a_P^\dagger\), written `(a P)ᴴ`. `IsCAR a` is the hypothesis

\[
\{a_P,a_Q\}=0,\qquad \{a_P,c_Q\}=\delta_{PQ},
\]

which expresses Fermi statistics and orthonormal spin-orbitals. Any finite-dimensional representation is allowed.

```lean
/-- The sum over orbitals of the operators that replace one electron of spin `σ` by one of spin `τ`
in the same orbital; `spinFlip a up down` is `S-` and `spinFlip a down up` is `S+`. -/
def spinFlip (a : ι × Spin → Matrix n n ℂ) (σ τ : Spin) : Matrix n n ℂ :=
  ∑ k, (a (k, τ))ᴴ * a (k, σ)
```

`spinFlip a σ τ` is \(F_{\sigma\to\tau}=\sum_k c_{k\tau}a_{k\sigma}\). Thus \(F_{\uparrow\to\downarrow}=S_-\) and \(F_{\downarrow\to\uparrow}=S_+\), in units of \(\hbar\).

## Singlets and densities

```lean
/-- A singlet state is annihilated by both `S+` and `S-`. -/
def IsSinglet (a : ι × Spin → Matrix n n ℂ) (y : n → ℂ) : Prop :=
  spinFlip a down up *ᵥ y = 0 ∧ spinFlip a up down *ᵥ y = 0
```

A singlet is a vector \(y\) with \(S_+y=S_-y=0\). Neither a fixed particle number nor normalisation is required.

```lean
/-- The expectation value `⟨y, X y⟩`. -/
def expect (y : n → ℂ) (X : Matrix n n ℂ) : ℂ := star y ⬝ᵥ (X *ᵥ y)
```

This is \(\langle X\rangle=\langle y,Xy\rangle\). For an unnormalised nonzero \(y\), the physical expectation value is \(\langle X\rangle/\langle y,y\rangle\); the relations below are linear in the densities, so this division leaves them unchanged.

```lean
/-- The two-particle density `⟨y, c(P) c(Q) a(S) a(R) y⟩` over spin-orbitals. -/
def twoDensity (a : ι × Spin → Matrix n n ℂ) (y : n → ℂ) (P Q R S : ι × Spin) : ℂ :=
  expect y ((a P)ᴴ * (a Q)ᴴ * a S * a R)
```

The density is \(D(P,Q,R,S)=\langle c_Pc_Qa_Sa_R\rangle\). The annihilators stand in the reverse order of their arguments.

```lean
/-- The mixed-spin block `G(p,q,r,s) = ⟨y, c(p,up) c(q,down) a(s,down) a(r,up) y⟩`. -/
def mixedDensity (a : ι × Spin → Matrix n n ℂ) (y : n → ℂ) (p q r s : ι) : ℂ :=
  twoDensity a y (p, up) (q, down) (r, up) (s, down)
```

The mixed-spin block is \(G(p,q,r,s)=D(p{\uparrow},q{\downarrow},r{\uparrow},s{\downarrow})\).

## Commutators with a spin flip

```lean
variable {a : ι × Spin → Matrix n n ℂ} {y : n → ℂ}

omit [DecidableEq n] in
private lemma expect_add (X Y : Matrix n n ℂ) :
    expect y (X + Y) = expect y X + expect y Y := by
  simp only [expect, Matrix.add_mulVec, dotProduct_add]
```

Expectation values are additive in the operator.

```lean
omit [DecidableEq n] in
private lemma expect_neg (X : Matrix n n ℂ) : expect y (-X) = -expect y X := by
  simp only [expect, Matrix.neg_mulVec, dotProduct_neg]
```

They also respect signs.

```lean
omit [Fintype ι] in
private lemma create_anti (ha : IsCAR a) (P Q : ι × Spin) :
    (a P)ᴴ * (a Q)ᴴ + (a Q)ᴴ * (a P)ᴴ = 0 := by
  have h := congrArg conjTranspose (ha.anti Q P)
  rwa [conjTranspose_add, conjTranspose_mul, conjTranspose_mul, conjTranspose_zero] at h
```

Taking the adjoint of \(\{a_Q,a_P\}=0\) gives \(\{c_P,c_Q\}=0\).

```lean
private lemma leibniz_four (F A B C D : Matrix n n ℂ) :
    F * (A * B * C * D) - (A * B * C * D) * F =
      (F * A - A * F) * B * C * D + A * (F * B - B * F) * C * D
        + A * B * (F * C - C * F) * D + A * B * C * (F * D - D * F) := by
  noncomm_ring
```

This is the product rule for a commutator with four factors,

\[
[F,ABCD]=[F,A]BCD+A[F,B]CD+AB[F,C]D+ABC[F,D].
\]

The tactic `noncomm_ring` verifies it by expanding without changing the order of factors.

```lean
/-- The commutator of a spin flip `σ → τ` with a creator of spin `σ` is the creator of spin `τ`
in the same orbital; with a creator of the other spin it vanishes. -/
theorem spinFlip_create (ha : IsCAR a) (σ τ : Spin) (p : ι) (ν : Spin) :
    spinFlip a σ τ * (a (p, ν))ᴴ - (a (p, ν))ᴴ * spinFlip a σ τ =
      if σ = ν then (a (p, τ))ᴴ else 0 := by
  have key : ∀ k, (a (k, τ))ᴴ * a (k, σ) * (a (p, ν))ᴴ
      - (a (p, ν))ᴴ * ((a (k, τ))ᴴ * a (k, σ)) =
      if k = p then (if σ = ν then (a (p, τ))ᴴ else 0) else 0 := by
    intro k
    -- regroup the commutator into two anticommutators
    have h : (a (k, τ))ᴴ * a (k, σ) * (a (p, ν))ᴴ - (a (p, ν))ᴴ * ((a (k, τ))ᴴ * a (k, σ)) =
        (a (k, τ))ᴴ * (a (k, σ) * (a (p, ν))ᴴ + (a (p, ν))ᴴ * a (k, σ))
        - ((a (k, τ))ᴴ * (a (p, ν))ᴴ + (a (p, ν))ᴴ * (a (k, τ))ᴴ) * a (k, σ) := by
      noncomm_ring
    rw [h, ha.canon, create_anti ha]
    by_cases hk : k = p <;> by_cases hν : σ = ν <;> simp [hk, hν]
  rw [spinFlip, Finset.sum_mul, Finset.mul_sum, ← Finset.sum_sub_distrib,
    Finset.sum_congr rfl (fun k _ => key k)]
  simp
```

For one term of the spin flip,

\[
[c_{k\tau}a_{k\sigma},c_{p\nu}]
=c_{k\tau}\{a_{k\sigma},c_{p\nu}\}-\{c_{k\tau},c_{p\nu}\}a_{k\sigma}
=\delta_{kp}\delta_{\sigma\nu}c_{k\tau}.
\]

Summing over \(k\) gives \([F_{\sigma\to\tau},c_{p\nu}]=\delta_{\sigma\nu}c_{p\tau}\). In the code, `key` is the single-term formula and `h` is the regrouping into anticommutators.

```lean
/-- The commutator of a spin flip `σ → τ` with an annihilator of spin `τ` is minus the
annihilator of spin `σ` in the same orbital; with one of the other spin it vanishes. -/
theorem spinFlip_annihilate (ha : IsCAR a) (σ τ : Spin) (p : ι) (ν : Spin) :
    spinFlip a σ τ * a (p, ν) - a (p, ν) * spinFlip a σ τ =
      if ν = τ then -a (p, σ) else 0 := by
  have key : ∀ k, (a (k, τ))ᴴ * a (k, σ) * a (p, ν) - a (p, ν) * ((a (k, τ))ᴴ * a (k, σ)) =
      if p = k then (if ν = τ then -a (p, σ) else 0) else 0 := by
    intro k
    have h : (a (k, τ))ᴴ * a (k, σ) * a (p, ν) - a (p, ν) * ((a (k, τ))ᴴ * a (k, σ)) =
        (a (k, τ))ᴴ * (a (k, σ) * a (p, ν) + a (p, ν) * a (k, σ))
        - (a (p, ν) * (a (k, τ))ᴴ + (a (k, τ))ᴴ * a (p, ν)) * a (k, σ) := by
      noncomm_ring
    rw [h, ha.canon, ha.anti]
    by_cases hk : p = k <;> by_cases hν : ν = τ <;> simp [hk, hν]
  rw [spinFlip, Finset.sum_mul, Finset.mul_sum, ← Finset.sum_sub_distrib,
    Finset.sum_congr rfl (fun k _ => key k)]
  simp
```

In the same way,

\[
[c_{k\tau}a_{k\sigma},a_{p\nu}]
=c_{k\tau}\{a_{k\sigma},a_{p\nu}\}-\{a_{p\nu},c_{k\tau}\}a_{k\sigma}
=-\delta_{pk}\delta_{\nu\tau}a_{k\sigma},
\]

so \([F_{\sigma\to\tau},a_{p\nu}]=-\delta_{\nu\tau}a_{p\sigma}\).

```lean
omit [DecidableEq ι] [DecidableEq n] in
/-- In a singlet state the commutator of `S+` or `S-` with any operator has zero expectation value.
-/
theorem expect_commutator (hy : IsSinglet a y) {σ τ : Spin} (hst : σ ≠ τ)
    (X : Matrix n n ℂ) : expect y (spinFlip a σ τ * X - X * spinFlip a σ τ) = 0 := by
  have kill : ∀ {σ τ : Spin}, σ ≠ τ → spinFlip a σ τ *ᵥ y = 0 := by
    intro σ τ h
    cases σ <;> cases τ
    · exact absurd rfl h
    · exact hy.2
    · exact hy.1
    · exact absurd rfl h
  have hadj : (spinFlip a τ σ)ᴴ = spinFlip a σ τ := by
    simp [spinFlip, Matrix.conjTranspose_sum]
  -- the adjoint flip annihilates the bra
  have hbra : star y ᵥ* spinFlip a σ τ = 0 := by
    rw [← hadj, ← Matrix.star_mulVec, kill hst.symm, star_zero]
  rw [expect, Matrix.sub_mulVec, ← Matrix.mulVec_mulVec, ← Matrix.mulVec_mulVec, kill hst,
    Matrix.mulVec_zero, sub_zero, Matrix.dotProduct_mulVec, hbra, zero_dotProduct]
```

Let \(\sigma\ne\tau\). Then \(F_{\sigma\to\tau}y=0\), and since \(F_{\sigma\to\tau}^\dagger=F_{\tau\to\sigma}\) also kills \(y\),

\[
\langle[F_{\sigma\to\tau},X]\rangle
=\langle F_{\tau\to\sigma}y,Xy\rangle-\langle y,XF_{\sigma\to\tau}y\rangle=0
\]

for every operator \(X\). The steps `kill` and `hbra` deal with the ket and the bra.

## Two linear relations between spin blocks

```lean
omit [Fintype ι] in
/-- The two-particle density changes sign when its two creators, or its two annihilators, are
exchanged. -/
theorem twoDensity_antisymm (ha : IsCAR a) (P Q R S : ι × Spin) :
    twoDensity a y Q P R S = -twoDensity a y P Q R S ∧
      twoDensity a y P Q S R = -twoDensity a y P Q R S := by
  constructor
  · rw [twoDensity, twoDensity, eq_neg_of_add_eq_zero_left (create_anti ha Q P), neg_mul,
      neg_mul, expect_neg]
  · rw [twoDensity, twoDensity, mul_assoc _ (a R) (a S),
      eq_neg_of_add_eq_zero_left (ha.anti R S), mul_neg, expect_neg, ← mul_assoc]
```

Exchanging the two creators, or the two annihilators, reverses the sign:

\[
D(Q,P,R,S)=D(P,Q,S,R)=-D(P,Q,R,S).
\]

```lean
private lemma relation_one (ha : IsCAR a) (hy : IsSinglet a y) {σ τ : Spin} (hst : σ ≠ τ)
    (p q r s : ι) : twoDensity a y (p, σ) (q, σ) (r, σ) (s, σ) =
      twoDensity a y (p, σ) (q, τ) (r, σ) (s, τ)
        + twoDensity a y (p, τ) (q, σ) (r, σ) (s, τ) := by
  have h := expect_commutator hy hst ((a (p, σ))ᴴ * (a (q, σ))ᴴ * a (s, τ) * a (r, σ))
  simp only [leibniz_four, spinFlip_create ha, spinFlip_annihilate ha, ↓reduceIte, hst,
    mul_zero, add_zero, mul_neg, neg_mul, expect_add, expect_neg] at h
  unfold twoDensity
  linear_combination -h
```

Take \(X=c_{p\sigma}c_{q\sigma}a_{s\tau}a_{r\sigma}\) with \(\sigma\ne\tau\). The flip changes either creator or the annihilator \(a_{s\tau}\), and the vanishing commutator reads

\[
0=\langle c_{p\tau}c_{q\sigma}a_{s\tau}a_{r\sigma}\rangle
+\langle c_{p\sigma}c_{q\tau}a_{s\tau}a_{r\sigma}\rangle
-\langle c_{p\sigma}c_{q\sigma}a_{s\sigma}a_{r\sigma}\rangle .
\]

Hence

\[
D(p\sigma,q\sigma,r\sigma,s\sigma)=D(p\sigma,q\tau,r\sigma,s\tau)+D(p\tau,q\sigma,r\sigma,s\tau).
\]

Here `simp only` inserts the commutators, and `linear_combination` rearranges the resulting equation.

```lean
private lemma relation_two (ha : IsCAR a) (hy : IsSinglet a y) {σ τ : Spin} (hst : σ ≠ τ)
    (p q r s : ι) : twoDensity a y (p, τ) (q, τ) (r, τ) (s, τ) =
      twoDensity a y (p, σ) (q, τ) (r, τ) (s, σ)
        + twoDensity a y (p, σ) (q, τ) (r, σ) (s, τ) := by
  have h := expect_commutator hy hst ((a (p, σ))ᴴ * (a (q, τ))ᴴ * a (s, τ) * a (r, τ))
  simp only [leibniz_four, spinFlip_create ha, spinFlip_annihilate ha, ↓reduceIte, hst,
    mul_zero, zero_mul, add_zero, mul_neg, neg_mul, expect_add, expect_neg] at h
  unfold twoDensity
  linear_combination h
```

With \(X=c_{p\sigma}c_{q\tau}a_{s\tau}a_{r\tau}\), the flip changes the first creator or either annihilator:

\[
0=\langle c_{p\tau}c_{q\tau}a_{s\tau}a_{r\tau}\rangle
-\langle c_{p\sigma}c_{q\tau}a_{s\sigma}a_{r\tau}\rangle
-\langle c_{p\sigma}c_{q\tau}a_{s\tau}a_{r\sigma}\rangle .
\]

Therefore

\[
D(p\tau,q\tau,r\tau,s\tau)=D(p\sigma,q\tau,r\tau,s\sigma)+D(p\sigma,q\tau,r\sigma,s\tau).
\]

## Every spin-conserving block from G

```lean
/-- In a singlet state the up-up two-particle density is the mixed-spin block minus the same
block with its first two orbitals exchanged. -/
theorem upUp_density (ha : IsCAR a) (hy : IsSinglet a y) (p q r s : ι) :
    twoDensity a y (p, up) (q, up) (r, up) (s, up) =
      mixedDensity a y p q r s - mixedDensity a y q p r s := by
  have h := relation_one ha hy (σ := up) (τ := down) (by decide) p q r s
  have h' := (twoDensity_antisymm (y := y) ha (q, up) (p, down) (r, up) (s, down)).1
  unfold mixedDensity
  linear_combination h + h'
```

The hypotheses `ha` and `hy` say that the operators obey the anticommutation relations and that \(y\) is a singlet. Set \(\sigma=\uparrow\), \(\tau=\downarrow\) in the first relation. Its first term is \(G(p,q,r,s)\). Exchanging the creators in its second term gives

\[
D(p{\downarrow},q{\uparrow},r{\uparrow},s{\downarrow})=-G(q,p,r,s),
\]

and therefore

\[
D(p{\uparrow},q{\uparrow},r{\uparrow},s{\uparrow})=G(p,q,r,s)-G(q,p,r,s).
\]

```lean
/-- In a singlet state the mixed-spin block is unchanged when both pairs of orbitals are
exchanged together. -/
theorem mixedDensity_symm (ha : IsCAR a) (hy : IsSinglet a y) (p q r s : ι) :
    mixedDensity a y p q r s = mixedDensity a y q p s r := by
  -- two expressions for the down-down density are compared
  have h1 := relation_one ha hy (σ := down) (τ := up) (by decide) p q r s
  have h2 := relation_two ha hy (σ := up) (τ := down) (by decide) p q r s
  have h3 := (twoDensity_antisymm (y := y) ha (q, up) (p, down) (r, down) (s, up)).1
  have h4 := (twoDensity_antisymm (y := y) ha (q, up) (p, down) (r, down) (s, up)).2
  unfold mixedDensity
  linear_combination h1 - h2 + h3 - h4
```

The down-down density can be written in two ways: by the first relation with \(\sigma=\downarrow\), \(\tau=\uparrow\), and by the second with \(\sigma=\uparrow\), \(\tau=\downarrow\). Both contain \(D(p{\uparrow},q{\downarrow},r{\downarrow},s{\uparrow})\), which cancels, leaving

\[
D(p{\downarrow},q{\uparrow},r{\downarrow},s{\uparrow})=G(p,q,r,s).
\]

Exchanging both pairs on the left costs two signs and gives \(G(q,p,s,r)\). Thus \(G(p,q,r,s)=G(q,p,s,r)\).

```lean
/-- In a singlet state the down-down two-particle density is given by the same difference of
mixed-spin elements as the up-up density. -/
theorem downDown_density (ha : IsCAR a) (hy : IsSinglet a y) (p q r s : ι) :
    twoDensity a y (p, down) (q, down) (r, down) (s, down) =
      mixedDensity a y p q r s - mixedDensity a y q p r s := by
  have h1 := relation_two ha hy (σ := up) (τ := down) (by decide) p q r s
  have h2 := (twoDensity_antisymm (y := y) ha (p, up) (q, down) (s, up) (r, down)).2
  have h3 := mixedDensity_symm ha hy p q s r
  unfold mixedDensity at *
  linear_combination h1 + h2 - h3
```

The second relation now gives

\[
D(p{\downarrow},q{\downarrow},r{\downarrow},s{\downarrow})
=G(p,q,r,s)-G(p,q,s,r)=G(p,q,r,s)-G(q,p,r,s),
\]

where the last step is the symmetry just shown, with \(r\) and \(s\) interchanged.

```lean
/-- In a singlet state the two-particle density summed over both spins is
`4 G(p,q,r,s) - 2 G(q,p,r,s)`. -/
theorem spinSummed_density (ha : IsCAR a) (hy : IsSinglet a y) (p q r s : ι) :
    twoDensity a y (p, up) (q, up) (r, up) (s, up)
      + twoDensity a y (p, up) (q, down) (r, up) (s, down)
      + twoDensity a y (p, down) (q, up) (r, down) (s, up)
      + twoDensity a y (p, down) (q, down) (r, down) (s, down) =
      4 * mixedDensity a y p q r s - 2 * mixedDensity a y q p r s := by
  have h1 := (twoDensity_antisymm (y := y) ha (q, up) (p, down) (r, down) (s, up)).1
  have h2 := (twoDensity_antisymm (y := y) ha (q, up) (p, down) (r, down) (s, up)).2
  have h3 := mixedDensity_symm ha hy p q r s
  rw [upUp_density ha hy, downDown_density ha hy]
  unfold mixedDensity at *
  linear_combination h1 - h2 - h3
```

The two same-spin terms contribute \(2G(p,q,r,s)-2G(q,p,r,s)\), and the two mixed terms each contribute \(G(p,q,r,s)\). The sum is

\[
\sum_{\sigma,\tau}D(p\sigma,q\tau,r\sigma,s\tau)=4G(p,q,r,s)-2G(q,p,r,s).
\]

This combination enters the two-electron energy when the interaction does not depend on spin.

## One doubly occupied orbital

```lean
/-- The annihilators of a single orbital on its Fock space, in the basis empty, up, down,
doubly occupied. -/
def oneOrbital : Unit × Spin → Matrix (Fin 4) (Fin 4) ℂ
  | (_, up) => !![0, 1, 0, 0; 0, 0, 0, 0; 0, 0, 0, 1; 0, 0, 0, 0]
  | (_, down) => !![0, 0, 1, 0; 0, 0, 0, -1; 0, 0, 0, 0; 0, 0, 0, 0]
```

The type `Unit` has one element, so there is one spatial orbital and a four-dimensional Fock space. The entry \(-1\) is the fermionic sign for removing the down electron from the doubly occupied state \(c_\uparrow c_\downarrow|0\rangle\).

```lean
/-- The single-orbital annihilators obey the anticommutation relations, and the doubly occupied
state is a singlet whose mixed-spin density is one. -/
theorem oneOrbital_witness :
    IsCAR oneOrbital ∧ IsSinglet oneOrbital ![0, 0, 0, 1] ∧
      mixedDensity oneOrbital ![0, 0, 0, 1] () () () () = 1 := by
  refine ⟨⟨?_, ?_⟩, ⟨?_, ?_⟩, ?_⟩
  · rintro ⟨_, σ⟩ ⟨_, τ⟩
    cases σ <;> cases τ <;> ext i j <;> fin_cases i <;> fin_cases j <;>
      simp [oneOrbital]
  · rintro ⟨_, σ⟩ ⟨_, τ⟩
    cases σ <;> cases τ <;> ext i j <;> fin_cases i <;> fin_cases j <;>
      (simp only [Matrix.add_apply, Matrix.mul_apply, Matrix.conjTranspose_apply,
        Fin.sum_univ_four]
       simp [oneOrbital])
  · ext i
    fin_cases i <;> simp [spinFlip, oneOrbital, Matrix.mulVec, dotProduct, Matrix.mul_apply,
      Fin.sum_univ_four]
  · ext i
    fin_cases i <;> simp [spinFlip, oneOrbital, Matrix.mulVec, dotProduct, Matrix.mul_apply,
      Fin.sum_univ_four]
  · simp only [mixedDensity, twoDensity, expect, ← Matrix.mulVec_mulVec]
    simp [oneOrbital, Matrix.mulVec, dotProduct, Fin.sum_univ_four]

end SingletTwoParticleDensity
```

The matrices satisfy the anticommutation relations, and the doubly occupied state is a singlet with \(G=1\). Lean checks the spin cases and matrix or vector entries separately. The up-up formula then gives \(1-1=0\), as the Pauli principle demands for two electrons of equal spin in one orbital.

```lean
#print axioms SingletTwoParticleDensity.downDown_density
#print axioms SingletTwoParticleDensity.spinSummed_density
```

```
'SingletTwoParticleDensity.downDown_density' depends on axioms: [propext, Classical.choice, Quot.sound]
'SingletTwoParticleDensity.spinSummed_density' depends on axioms: [propext, Classical.choice, Quot.sound]
```
